# In a harmonic network of unstressed springs with positive constants, zero modes minus states of self-stress equals coordinates minus bonds

Take four masses at the corners of a square, free to move in a plane, and join neighbours by four springs at their rest lengths. The square can shear into a rhombus without stretching any spring to first order. A spring along one diagonal stops this. A spring along the other diagonal stops nothing further, but now the network can carry internal tensions that balance at every corner. How much of this can be known from counting alone?

There are 8 coordinates. With 4, 5 and 6 springs, the difference between coordinates and springs is 4, 3 and 2. The motions that cost no harmonic energy number 4, 3 and 3, where three are always the rigid motions of the plane. The count fails only in the last case, by one, and that is also the only case with a balanced set of internal tensions. For unstressed springs with positive constants this is general: the number of independent motions without harmonic energy exceeds coordinates minus springs by the number of independent balanced sets of tensions.

## Displacements, extensions and forces

Let the network have n displacement coordinates, labelled by j, and B bonds, labelled by i. In the Lean file the letters `n` and `b` denote the finite types of labels, and the numbers n and B are `Fintype.card n` and `Fintype.card b`. Either type may be empty.

```lean
import Mathlib

open Matrix Module

namespace MaxwellCounting

variable {b n : Type*} [Fintype b] [DecidableEq b] [Fintype n]
```

A small displacement x produces the bond extensions

e = C x, that is, eᵢ = Σⱼ Cᵢⱼ xⱼ,

where C is the real B × n compatibility matrix. A spring with constant kᵢ then carries the tension kᵢ eᵢ. With K the diagonal matrix of the kᵢ, the harmonic energy is

U = ½ Σᵢ kᵢ eᵢ²,

and the force on the coordinates is −∂U/∂x = −D x, with the stiffness matrix

D = Cᵀ K C.

```lean
/-- The stiffness matrix `Cᵀ K C` of a spring network with compatibility matrix `C`
(displacements to bond extensions) and spring constants `k`. -/
def stiffness (C : Matrix b n ℝ) (k : b → ℝ) : Matrix n n ℝ :=
  Cᵀ * diagonal k * C
```

The matrix C is arbitrary here. It may come from a framework in two or three dimensions, with or without pinned nodes, but no geometry is built in. The form of D assumes springs that are unstressed in the reference configuration, since prestress in general adds a further term. Masses do not enter, so the statements concern stiffness and not frequencies. C is real, which suits a finite cluster or a periodic supercell; the complex matrices that arise at a general wavevector would need a separate statement.

Three linear spaces are to be counted. A zero mode is a displacement without restoring force:

D x = 0.

Let N₀ be the dimension of this space.

```lean
/-- Zero modes: displacements that produce no restoring force. -/
def zeroModes (C : Matrix b n ℝ) (k : b → ℝ) : Submodule ℝ (n → ℝ) :=
  LinearMap.ker (stiffness C k).mulVecLin
```

A floppy mode is a displacement that leaves every bond length unchanged to first order:

C x = 0.

Let F be the dimension of this space. Rigid motions of a free network belong to it, so they are included in all the counts below.

```lean
omit [Fintype b] [DecidableEq b] in
/-- Floppy modes: displacements that stretch no bond to first order. -/
def floppyModes (C : Matrix b n ℝ) : Submodule ℝ (n → ℝ) :=
  LinearMap.ker C.mulVecLin
```

A state of self-stress is an assignment of tensions t to the bonds whose forces cancel on every coordinate:

Cᵀ t = 0.

Let S be the dimension of this space.

```lean
omit [DecidableEq b] [Fintype n] in
/-- States of self-stress: bond tensions that exert no net force on any coordinate. -/
def selfStresses (C : Matrix b n ℝ) : Submodule ℝ (b → ℝ) :=
  LinearMap.ker Cᵀ.mulVecLin
```

In each definition `LinearMap.ker` gives the kernel as a real subspace, and `mulVecLin` is the matrix read as a linear map. The "number of modes" is therefore the dimension of a subspace, written `finrank ℝ`, and not a number of individual vectors.

## The energy is a sum over bonds

Contract D x with x and move the transpose to the other factor:

x · D x = x · Cᵀ K C x = (C x) · K (C x) = Σᵢ kᵢ eᵢ².

This is 2U, which explains the name of the theorem. It holds for spring constants of any sign.

```lean
/-- Twice the harmonic energy of a displacement is the sum over bonds of
spring constant times squared extension. -/
theorem twice_energy_eq (C : Matrix b n ℝ) (k : b → ℝ) (x : n → ℝ) :
    x ⬝ᵥ (stiffness C k *ᵥ x) = ∑ i, k i * (C *ᵥ x) i ^ 2 := by
  -- move the transpose to the left, so that both factors are extensions
  rw [stiffness, ← Matrix.mulVec_mulVec, ← Matrix.mulVec_mulVec,
    Matrix.dotProduct_mulVec, Matrix.vecMul_transpose]
  simp only [dotProduct, Matrix.mulVec_diagonal]
  exact Finset.sum_congr rfl fun i _ => by ring
```

The `rw` step first splits the product D x into successive actions on x. Then `Matrix.dotProduct_mulVec` and `Matrix.vecMul_transpose` turn the left factor into `C *ᵥ x`. What remains is eᵢ (kᵢ eᵢ) = kᵢ eᵢ² for each bond, which `ring` settles.

## Zero modes stretch no bond

Now suppose that every kᵢ is positive: each spring stores energy whether it is stretched or compressed. If D x = 0, then

0 = x · D x = Σᵢ kᵢ eᵢ².

No term on the right is negative, so each one vanishes. Since kᵢ ≠ 0, it follows that eᵢ² = 0 and hence eᵢ = 0 for every bond, which is C x = 0. Conversely, if C x = 0, then

D x = Cᵀ K (C x) = 0.

The two kernels are therefore the same subspace, and N₀ = F.

```lean
/-- For positive spring constants, the zero modes are exactly the displacements
that stretch no bond. -/
theorem zeroModes_eq_floppyModes (C : Matrix b n ℝ) (k : b → ℝ) (hk : ∀ i, 0 < k i) :
    zeroModes C k = floppyModes C := by
  ext x
  constructor
  · intro hx
    have hD : stiffness C k *ᵥ x = 0 := hx
    have hE := twice_energy_eq C k x
    rw [hD, dotProduct_zero] at hE
    -- a vanishing sum of nonnegative bond energies vanishes bond by bond
    have hterm := (Finset.sum_eq_zero_iff_of_nonneg
      (fun i _ => mul_nonneg (hk i).le (sq_nonneg ((C *ᵥ x) i)))).mp hE.symm
    have hC : C *ᵥ x = 0 := by
      funext i
      have hi := hterm i (Finset.mem_univ i)
      exact pow_eq_zero_iff two_ne_zero |>.mp
        ((mul_eq_zero.mp hi).resolve_left (hk i).ne')
    exact hC
  · intro hx
    have hC : C *ᵥ x = 0 := hx
    have hD : stiffness C k *ᵥ x = 0 := by
      rw [stiffness, ← Matrix.mulVec_mulVec, hC, Matrix.mulVec_zero]
    exact hD
```

The hypothesis `hk : ∀ i, 0 < k i` is the positivity of the springs. In the first direction, `Finset.sum_eq_zero_iff_of_nonneg` passes from the vanishing sum to its vanishing terms, and `resolve_left` discards the possibility kᵢ = 0. The second direction makes no use of `hk`.

## One rank, two kernels

The difference between floppy modes and self-stresses depends on C alone. Let r be the rank of C. Rank-nullity for C, which acts on the n coordinates, gives

r + F = n.

The transpose acts on the B bond tensions and has the same rank, because row rank equals column rank. Hence

r + S = B.

Subtracting the second equation from the first removes r:

F − S = n − B.

```lean
omit [DecidableEq b] in
/-- The number of floppy modes minus the number of states of self-stress equals
the number of coordinates minus the number of bonds. -/
theorem floppy_sub_selfStress (C : Matrix b n ℝ) :
    (finrank ℝ (floppyModes C) : ℤ) - finrank ℝ (selfStresses C)
      = Fintype.card n - Fintype.card b := by
  -- rank-nullity for the compatibility matrix and for its transpose
  have h1 : C.rank + finrank ℝ (floppyModes C) = finrank ℝ (n → ℝ) :=
    LinearMap.finrank_range_add_finrank_ker C.mulVecLin
  have h2 : Cᵀ.rank + finrank ℝ (selfStresses C) = finrank ℝ (b → ℝ) :=
    LinearMap.finrank_range_add_finrank_ker Cᵀ.mulVecLin
  rw [Module.finrank_fintype_fun_eq_card] at h1 h2
  rw [Matrix.rank_transpose] at h2
  omega
```

Here `h1` and `h2` are the two rank-nullity equations, `Matrix.rank_transpose` identifies the ranks, and `omega` does the subtraction. The annotation `ℤ` makes the differences integers, so an overbraced network with B > n gives a genuinely negative number, whereas subtraction of natural numbers would stop at zero.

Replacing F by N₀, as positive springs allow, gives the count for the stiffness matrix:

N₀ − S = n − B.

```lean
/-- Maxwell-Calladine counting: for positive spring constants, the number of zero modes
minus the number of states of self-stress equals coordinates minus bonds. -/
theorem maxwell_calladine (C : Matrix b n ℝ) (k : b → ℝ) (hk : ∀ i, 0 < k i) :
    (finrank ℝ (zeroModes C k) : ℤ) - finrank ℝ (selfStresses C)
      = Fintype.card n - Fintype.card b := by
  rw [zeroModes_eq_floppyModes C k hk]
  exact floppy_sub_selfStress C
```

For the square with both diagonals this reads 3 − 1 = 8 − 6. The spring constants have disappeared from the result: as long as they stay positive, changing them alters the energies of the other modes but not the number of zero modes.

## The bound and when it is attained

Since S is a dimension, S ≥ 0, and so

N₀ = n − B + S ≥ n − B.

```lean
/-- Maxwell's bound: with positive spring constants there are at least as many
independent zero modes as coordinates minus bonds. -/
theorem maxwell_bound (C : Matrix b n ℝ) (k : b → ℝ) (hk : ∀ i, 0 < k i) :
    (Fintype.card n : ℤ) - Fintype.card b ≤ finrank ℝ (zeroModes C k) := by
  have h := maxwell_calladine C k hk
  omega
```

If B ≥ n, the right-hand side is zero or negative and the bound says nothing. In particular, B ≥ n does not make a network rigid: bonds can be redundant in one region while another remains floppy, and S keeps account of the redundancy.

From N₀ = n − B + S it also follows that

N₀ = n − B exactly when S = 0,

and a subspace has dimension zero exactly when it contains only the zero vector.

```lean
/-- With positive spring constants, Maxwell's bound is attained exactly when the network
has no nonzero state of self-stress. -/
theorem maxwell_bound_eq_iff (C : Matrix b n ℝ) (k : b → ℝ) (hk : ∀ i, 0 < k i) :
    (finrank ℝ (zeroModes C k) : ℤ) = Fintype.card n - Fintype.card b
      ↔ selfStresses C = ⊥ := by
  have h := maxwell_calladine C k hk
  rw [← Submodule.finrank_eq_zero (R := ℝ)]
  omega
```

The symbol `⊥` is that zero subspace, and `Submodule.finrank_eq_zero` translates between it and the dimension. The rest is integer arithmetic on the previous identity.

For a normal-mode calculation on a finite network of unstressed harmonic springs with positive spring constants and positive masses, this gives a simple check: the number of zero frequencies should be n − B plus the number of independent self-stresses.

If there are fewer bonds than coordinates, then

N₀ ≥ n − B > 0,

so the space of zero modes contains a vector x ≠ 0 with D x = 0.

```lean
/-- A network with positive spring constants and fewer bonds than coordinates has a
nonzero displacement without restoring force. -/
theorem exists_zero_mode (C : Matrix b n ℝ) (k : b → ℝ) (hk : ∀ i, 0 < k i)
    (hcard : Fintype.card b < Fintype.card n) :
    ∃ x : n → ℝ, x ≠ 0 ∧ stiffness C k *ᵥ x = 0 := by
  have hne : zeroModes C k ≠ ⊥ := by
    intro hbot
    have h := maxwell_bound C k hk
    rw [hbot, finrank_bot] at h
    omega
  obtain ⟨x, hx, hx0⟩ := Submodule.exists_mem_ne_zero_of_ne_bot hne
  exact ⟨x, hx0, hx⟩
```

The proof supposes that `zeroModes C k` is `⊥`, which would give it dimension zero and contradict the bound, and then takes a nonzero element. For a free network this element may be no more than a translation. To find internal mechanisms, the rigid motions must be subtracted: three for a free body in the plane whose nodes do not all coincide, such as the square, and six for a free body in three dimensions whose nodes do not all lie on one line.

The smallest cases show the count at work. Without any bonds, D = 0, so all n coordinates are zero modes and there is no self-stress: n − 0 = n − 0. With one spring of constant k between two masses on a line, n = 2, B = 1 and

C = (−1  1).

The extension is x₂ − x₁, so the zero modes are the multiples of (1, 1), the common translation. A single tension t gives forces proportional to (−t, t), which vanish only for t = 0. Thus N₀ = 1 and S = 0, in agreement with 2 − 1 = 1.

## Two springs that cancel

It is not enough for the kernel equality that every spring constant is nonzero. Let one coordinate x be attached to two parallel springs with constants 1 and −1. The second stands for an element that pushes the mass further away when it is displaced. Both extensions equal x, so C is a column of two ones, and

D = 1·1·1 + 1·(−1)·1 = 0.

Every displacement is then a zero mode. Yet C x = (x, x) vanishes only for x = 0, so there is no nonzero floppy mode. The energy is ½ (x² − x²) = 0: for x ≠ 0 the terms cancel in the sum without vanishing separately.

```lean
/-- Two parallel springs with constants `1` and `-1` on one coordinate have zero stiffness,
although no nonzero displacement leaves both springs unstretched. -/
theorem opposite_springs :
    stiffness (!![1; 1] : Matrix (Fin 2) (Fin 1) ℝ) ![1, -1] = 0 ∧
      floppyModes (!![1; 1] : Matrix (Fin 2) (Fin 1) ℝ) = ⊥ := by
  constructor
  · ext i j
    fin_cases i
    fin_cases j
    simp [stiffness, Matrix.mul_apply, Matrix.diagonal_apply, Fin.sum_univ_succ]
  · rw [Submodule.eq_bot_iff]
    intro x hx
    have hC : (!![1; 1] : Matrix (Fin 2) (Fin 1) ℝ) *ᵥ x = 0 := hx
    -- the extension of the first spring is the displacement itself
    have h0 := congrFun hC 0
    simp [Matrix.mulVec, dotProduct] at h0
    funext i
    fin_cases i
    simpa using h0

end MaxwellCounting
```

In the file, `!![1; 1]` is this column and `![1, -1]` is the list of constants. The first half computes the only entry of D. The second half reads off the first component of C x = 0, which is already the displacement itself.

The identity N₀ − S = n − B fails here as well. The tensions (t, −t) balance, so S = 1, and N₀ − S = 0 while n − B = −1. The lower bound survives, and for a general reason: C x = 0 implies D x = 0 for spring constants of any sign, so N₀ ≥ F ≥ n − B. The theorem `maxwell_bound` is nevertheless stated for positive constants, the case in which its companion identity also holds.

```lean
#print axioms MaxwellCounting.maxwell_calladine
-- 'MaxwellCounting.maxwell_calladine' depends on axioms: [propext, Classical.choice, Quot.sound]
#print axioms MaxwellCounting.maxwell_bound_eq_iff
-- 'MaxwellCounting.maxwell_bound_eq_iff' depends on axioms: [propext, Classical.choice, Quot.sound]
#print axioms MaxwellCounting.exists_zero_mode
-- 'MaxwellCounting.exists_zero_mode' depends on axioms: [propext, Classical.choice, Quot.sound]
#print axioms MaxwellCounting.opposite_springs
-- 'MaxwellCounting.opposite_springs' depends on axioms: [propext, Classical.choice, Quot.sound]
```
